# For κ > 0, the Dirichlet-to-Neumann matrix of u″ = κ²u on an interval is symmetric and positive definite

Let \(\kappa>0\) and \(L>0\). For any real \(a,b\), the equation \(u''=\kappa^2u\) on \([0,L]\) has exactly one real solution with \(u(0)=a\) and \(u(L)=b\). Its outward derivatives at the two walls are

\[
\begin{pmatrix}-u'(0)\\ u'(L)\end{pmatrix}
=\Lambda\begin{pmatrix}a\\ b\end{pmatrix},\qquad
\Lambda=\frac{\kappa}{\sinh\kappa L}
\begin{pmatrix}\cosh\kappa L&-1\\-1&\cosh\kappa L\end{pmatrix},
\]

and the matrix \(\Lambda\) is symmetric and positive definite.

## A barrier seen from its walls

In one dimension, the stationary wave function \(u\) of a particle of mass \(m\) and energy \(E\), in a region of constant potential \(V_0>E\), obeys \(u''=\kappa^2u\) with \(\kappa^2=2m(V_0-E)/\hbar^2\). The condition \(\kappa>0\) says that the energy lies strictly below the barrier top, and \(1/\kappa\) is the decay length.

If the particle has the same mass on both sides of each wall and the potential makes only a finite jump there, the wave function outside the barrier must match \(u\) and \(u'\) at the walls. If the wave function is complex, its real and imaginary parts each obey the equation, so \(\Lambda\) applies to both. Since \(\Lambda\) gives the wall derivatives in terms of the wall values, the barrier region can be replaced by a boundary condition, for one particle in one dimension at a fixed energy below a flat barrier.

## What the theorem says

A solution is a pair of functions \((u,v)\) with \(u'=v\) and \(v'=\kappa^2u\) at every point of \([0,L]\). This is `IsSolution κ L u v`. Its derivatives are taken within the closed interval, so they are one-sided at the walls. The functions have type `ℝ → ℝ`, but nothing is required of them outside \([0,L]\). Uniqueness is therefore equality on the interval, written `EqOn`, for both the function and its slope.

The matrix \(\Lambda\) is `dtnMatrix κ L`. Index 0 belongs to the left wall and index 1 to the right wall. The minus sign in `![-v 0, v L]` makes both derivatives point out of the interval.

The theorem `dirichlet_to_neumann` has four parts:

- every pair of wall values has a solution, and any other solution with these values agrees with it on the interval;
- the matrix sends the wall values of every solution to its outward derivatives;
- the matrix is symmetric;
- its quadratic form is strictly positive on every nonzero real vector.

Three further theorems state that no other matrix represents the map, that the quadratic form at the wall values of a solution is the integral of \(u'^2+\kappa^2u^2\), and that even and odd wall data are eigenvectors. The potential is constant and the functions are real throughout; position-dependent barriers and energies above the barrier are not treated.

## From the left wall to the right

For a solution \((u,v)\), define

\[
A=v\cosh\kappa x-\kappa u\sinh\kappa x,\qquad
B=\kappa u\cosh\kappa x-v\sinh\kappa x .
\]

Both are constant, because

\[
A'=\kappa^2u\cosh\kappa x+\kappa v\sinh\kappa x-\kappa v\sinh\kappa x-\kappa^2u\cosh\kappa x=0,
\]
\[
B'=\kappa v\cosh\kappa x+\kappa^2u\sinh\kappa x-\kappa^2u\sinh\kappa x-\kappa v\cosh\kappa x=0 .
\]

At \(x=0\) they equal \(v(0)\) and \(\kappa u(0)\). Forming \(B\cosh\kappa x+A\sinh\kappa x\) and \(A\cosh\kappa x+B\sinh\kappa x\), and using \(\cosh^2-\sinh^2=1\), gives

\[
\kappa u(x)=\kappa u(0)\cosh\kappa x+v(0)\sinh\kappa x,
\]
\[
v(x)=v(0)\cosh\kappa x+\kappa u(0)\sinh\kappa x .
\]

Write \(c=\cosh\kappa L\) and \(s=\sinh\kappa L>0\). The first equation at \(x=L\) reads \(\kappa b=\kappa ac+v(0)s\), so

\[
-v(0)=\frac{\kappa(ca-b)}{s}.
\]

Inserting this into the second equation gives

\[
v(L)=\frac{\kappa(b-ac)c+\kappa as^2}{s}=\frac{\kappa(cb-a)}{s}.
\]

These are the two rows of \(\Lambda\). The wall values thus fix \(v(0)\), and \(u(0)\) and \(v(0)\) fix the solution everywhere, which proves uniqueness.

For existence, take \(u=a\cosh\kappa x+\mu\sinh\kappa x\) with \(\mu=(b-ac)/s\). Differentiating twice multiplies \(u\) by \(\kappa^2\), and the wall values are \(a\) and \(ac+\mu s=b\).

## Positivity, energy and the two modes

Symmetry is visible in the entries. For a wall vector \(\xi=(\xi_0,\xi_1)\), completing the square gives

\[
\xi^{T}\Lambda\xi=\frac{\kappa}{s}\left[c(\xi_0^2+\xi_1^2)-2\xi_0\xi_1\right]
=\frac{\kappa}{s}\left[(c-1)(\xi_0^2+\xi_1^2)+(\xi_0-\xi_1)^2\right].
\]

Since \(c>1\), this is positive unless \(\xi=0\).

For the wall values of a solution, the same form is an integral. It is called an energy in the mathematical sense, and is not the particle's energy \(E\). From \((uv)'=v^2+\kappa^2u^2\),

\[
\int_0^L(v^2+\kappa^2u^2)\,dx=u(L)v(L)-u(0)v(0)
=\begin{pmatrix}a&b\end{pmatrix}\Lambda\begin{pmatrix}a\\b\end{pmatrix}.
\]

The wall data \((1,1)\) and \((1,-1)\) are eigenvectors, with eigenvalues

\[
\frac{\kappa(c-1)}{s}=\kappa\tanh\frac{\kappa L}{2},\qquad
\frac{\kappa(c+1)}{s}=\kappa\coth\frac{\kappa L}{2},
\]

by the half-angle formulas. The normalised eigenvectors are \((1,\pm1)/\sqrt2\), and the quadratic form takes these eigenvalues on them.

Finally, the columns of any matrix representing the map are its outputs for the wall data \((1,0)\) and \((0,1)\), so the matrix is unique.

## The constant solution at κ = 0

If \(\kappa=0\) is allowed, positive definiteness fails. The equation becomes \(u''=0\), and \(u=1\) is a solution with wall values \((1,1)\). Both outward derivatives vanish, so the quadratic form is zero on a nonzero vector.

## The Lean file and its proof

```lean
import Mathlib

open Matrix Set
open Real (cosh sinh tanh)

namespace DirichletToNeumann

noncomputable section

/-- The pair `(u, v)` solves `u'' = κ² u` on `[0, L]`, with `v = u'`; derivatives at the
walls are one-sided. -/
def IsSolution (κ L : ℝ) (u v : ℝ → ℝ) : Prop :=
  ∀ x ∈ Icc 0 L, HasDerivWithinAt u (v x) (Icc 0 L) x ∧
    HasDerivWithinAt v (κ ^ 2 * u x) (Icc 0 L) x

/-- For `κ, L > 0`, the Dirichlet-to-Neumann matrix of `u'' = κ² u` on `[0, L]`. -/
def dtnMatrix (κ L : ℝ) : Matrix (Fin 2) (Fin 2) ℝ :=
  !![κ * cosh (κ * L) / sinh (κ * L), -(κ / sinh (κ * L));
     -(κ / sinh (κ * L)), κ * cosh (κ * L) / sinh (κ * L)]

private lemma hasDerivAt_hyp (κ x : ℝ) :
    HasDerivAt (fun y => cosh (κ * y)) (sinh (κ * x) * κ) x ∧
      HasDerivAt (fun y => sinh (κ * y)) (cosh (κ * x) * κ) x := by
  have h : HasDerivAt (fun y : ℝ => κ * y) κ x :=
    ((hasDerivAt_id' x).const_mul κ).congr_deriv (mul_one κ)
  exact ⟨h.cosh, h.sinh⟩

private lemma dtnMatrix_mulVec (κ L a b : ℝ) :
    dtnMatrix κ L *ᵥ ![a, b] =
      ![κ * (cosh (κ * L) * a - b) / sinh (κ * L),
        κ * (cosh (κ * L) * b - a) / sinh (κ * L)] := by
  ext i
  fin_cases i <;> simp [dtnMatrix, Matrix.mulVec, dotProduct, Fin.sum_univ_two] <;> ring

/-- Formulas for `κ` times the value of a solution, and for its slope, at any point of the interval
in terms of its value and slope at the left wall. -/
theorem IsSolution.propagate {κ L x : ℝ} {u v : ℝ → ℝ} (h : IsSolution κ L u v)
    (hx : x ∈ Icc 0 L) :
    κ * u x = κ * u 0 * cosh (κ * x) + v 0 * sinh (κ * x) ∧
      v x = v 0 * cosh (κ * x) + κ * u 0 * sinh (κ * x) := by
  have h0 : (0 : ℝ) ∈ Icc 0 L := ⟨le_rfl, hx.1.trans hx.2⟩
  have const : ∀ f : ℝ → ℝ, (∀ y ∈ Icc 0 L, HasDerivWithinAt f 0 (Icc 0 L) y) →
      f x = f 0 := by
    intro f hf
    have := Convex.norm_image_sub_le_of_norm_hasDerivWithin_le (f' := fun _ => (0 : ℝ))
      (C := 0) hf (fun _ _ => by simp) (convex_Icc 0 L) h0 hx
    rw [zero_mul] at this
    exact sub_eq_zero.mp (norm_le_zero_iff.mp this)
  -- two combinations of `u` and `v` are conserved along the interval
  have hA := const (fun y => v y * cosh (κ * y) - κ * (u y * sinh (κ * y))) (by
    intro y hy
    have hc := (hasDerivAt_hyp κ y).1.hasDerivWithinAt (s := Icc 0 L)
    have hs := (hasDerivAt_hyp κ y).2.hasDerivWithinAt (s := Icc 0 L)
    refine (((h y hy).2.fun_mul hc).fun_sub
      (((h y hy).1.fun_mul hs).const_mul κ)).congr_deriv ?_
    ring)
  have hB := const (fun y => κ * (u y * cosh (κ * y)) - v y * sinh (κ * y)) (by
    intro y hy
    have hc := (hasDerivAt_hyp κ y).1.hasDerivWithinAt (s := Icc 0 L)
    have hs := (hasDerivAt_hyp κ y).2.hasDerivWithinAt (s := Icc 0 L)
    refine ((((h y hy).1.fun_mul hc).const_mul κ).fun_sub
      ((h y hy).2.fun_mul hs)).congr_deriv ?_
    ring)
  simp only [mul_zero, Real.cosh_zero, Real.sinh_zero, mul_one, sub_zero] at hA hB
  have hid := Real.cosh_sq (κ * x)
  constructor
  · linear_combination cosh (κ * x) * hB + sinh (κ * x) * hA - κ * u x * hid
  · linear_combination cosh (κ * x) * hA + sinh (κ * x) * hB - v x * hid

/-- The matrix sends the wall values of any solution to its outward derivatives. -/
theorem IsSolution.neumann {κ L : ℝ} {u v : ℝ → ℝ} (hκ : 0 < κ) (hL : 0 < L)
    (h : IsSolution κ L u v) :
    dtnMatrix κ L *ᵥ ![u 0, u L] = ![-v 0, v L] := by
  have hS : 0 < sinh (κ * L) := Real.sinh_pos_iff.mpr (mul_pos hκ hL)
  obtain ⟨p, q⟩ := h.propagate ⟨hL.le, le_rfl⟩
  have hid := Real.cosh_sq (κ * L)
  have e1 : κ * (cosh (κ * L) * u 0 - u L) / sinh (κ * L) = -v 0 := by
    rw [div_eq_iff hS.ne']
    linear_combination -p
  have e2 : κ * (cosh (κ * L) * u L - u 0) / sinh (κ * L) = v L := by
    rw [div_eq_iff hS.ne']
    linear_combination cosh (κ * L) * p - sinh (κ * L) * q + κ * u 0 * hid
  rw [dtnMatrix_mulVec, e1, e2]

/-- Every pair of wall values is attained by a solution. -/
theorem exists_solution {κ L : ℝ} (hκ : 0 < κ) (hL : 0 < L) (a b : ℝ) :
    ∃ u v, IsSolution κ L u v ∧ u 0 = a ∧ u L = b := by
  have hS : 0 < sinh (κ * L) := Real.sinh_pos_iff.mpr (mul_pos hκ hL)
  obtain ⟨m, hm⟩ : ∃ m, m * sinh (κ * L) = b - a * cosh (κ * L) :=
    ⟨(b - a * cosh (κ * L)) / sinh (κ * L), div_mul_cancel₀ _ hS.ne'⟩
  refine ⟨fun x => a * cosh (κ * x) + m * sinh (κ * x),
    fun x => κ * (a * sinh (κ * x) + m * cosh (κ * x)), ?_, by simp, ?_⟩
  · intro x _
    obtain ⟨hc, hs⟩ := hasDerivAt_hyp κ x
    constructor
    · refine ((hc.const_mul a).fun_add (hs.const_mul m)).hasDerivWithinAt.congr_deriv ?_
      ring
    · refine (((hs.const_mul a).fun_add
        (hc.const_mul m)).const_mul κ).hasDerivWithinAt.congr_deriv ?_
      ring
  · show a * cosh (κ * L) + m * sinh (κ * L) = b
    linear_combination hm

/-- Two solutions with the same wall values agree, together with their slopes, on the whole
interval. -/
theorem IsSolution.unique {κ L : ℝ} {u v w z : ℝ → ℝ} (hκ : 0 < κ) (hL : 0 < L)
    (h : IsSolution κ L u v) (k : IsSolution κ L w z) (h0 : u 0 = w 0) (h1 : u L = w L) :
    EqOn u w (Icc 0 L) ∧ EqOn v z (Icc 0 L) := by
  have e : ![-v 0, v L] = ![-z 0, z L] :=
    (h.neumann hκ hL).symm.trans (by rw [h0, h1]; exact k.neumann hκ hL)
  have e0 : v 0 = z 0 := by simpa using congrFun e 0
  constructor
  · intro x hx
    apply mul_left_cancel₀ hκ.ne'
    rw [(h.propagate hx).1, (k.propagate hx).1, h0, e0]
  · intro x hx
    rw [(h.propagate hx).2, (k.propagate hx).2, h0, e0]

/-- For `κ, L > 0` the Dirichlet problem for `u'' = κ² u` on `[0, L]` is uniquely solvable, and
the matrix sending `(u(0), u(L))` to `(-u'(0), u'(L))` is symmetric and positive definite. -/
theorem dirichlet_to_neumann {κ L : ℝ} (hκ : 0 < κ) (hL : 0 < L) :
    (∀ a b : ℝ, ∃ u v, IsSolution κ L u v ∧ u 0 = a ∧ u L = b ∧
      ∀ w z, IsSolution κ L w z → w 0 = a → w L = b →
        EqOn w u (Icc 0 L) ∧ EqOn z v (Icc 0 L)) ∧
    (∀ u v, IsSolution κ L u v → dtnMatrix κ L *ᵥ ![u 0, u L] = ![-v 0, v L]) ∧
    (dtnMatrix κ L).IsSymm ∧
    ∀ x : Fin 2 → ℝ, x ≠ 0 → 0 < x ⬝ᵥ (dtnMatrix κ L *ᵥ x) := by
  refine ⟨fun a b => ?_, fun u v h => h.neumann hκ hL, ?_, fun x hx => ?_⟩
  · obtain ⟨u, v, h, h0, h1⟩ := exists_solution hκ hL a b
    exact ⟨u, v, h, h0, h1, fun w z k k0 k1 =>
      k.unique hκ hL h (k0.trans h0.symm) (k1.trans h1.symm)⟩
  · apply Matrix.IsSymm.ext
    intro i j
    fin_cases i <;> fin_cases j <;> simp [dtnMatrix]
  · have hS : 0 < sinh (κ * L) := Real.sinh_pos_iff.mpr (mul_pos hκ hL)
    have hC : 0 < cosh (κ * L) - 1 :=
      sub_pos.mpr (Real.one_lt_cosh.mpr (mul_pos hκ hL).ne')
    have hne : x 0 ≠ 0 ∨ x 1 ≠ 0 := by
      by_contra! h
      exact hx (by ext i; fin_cases i; exacts [h.1, h.2])
    have hpos : 0 < x 0 ^ 2 + x 1 ^ 2 := by
      rcases hne with h | h <;> positivity
    -- complete the square in the quadratic form
    have e : x ⬝ᵥ (dtnMatrix κ L *ᵥ x) = κ / sinh (κ * L) *
        ((cosh (κ * L) - 1) * (x 0 ^ 2 + x 1 ^ 2) + (x 0 - x 1) ^ 2) := by
      simp [dtnMatrix, Matrix.mulVec, dotProduct, Fin.sum_univ_two]
      ring
    rw [e]
    exact mul_pos (div_pos hκ hS)
      (add_pos_of_pos_of_nonneg (mul_pos hC hpos) (sq_nonneg _))

/-- A matrix that sends the wall values of every solution to its outward derivatives equals
`dtnMatrix κ L`. -/
theorem dtnMatrix_unique {κ L : ℝ} (hκ : 0 < κ) (hL : 0 < L) (N : Matrix (Fin 2) (Fin 2) ℝ)
    (hN : ∀ u v, IsSolution κ L u v → N *ᵥ ![u 0, u L] = ![-v 0, v L]) :
    N = dtnMatrix κ L := by
  have key : ∀ a b : ℝ, N *ᵥ ![a, b] = dtnMatrix κ L *ᵥ ![a, b] := by
    intro a b
    obtain ⟨u, v, h, rfl, rfl⟩ := exists_solution hκ hL a b
    rw [hN u v h, h.neumann hκ hL]
  -- unit wall data read off the columns
  ext i j
  have h1 := congrFun (key 1 0) i
  have h2 := congrFun (key 0 1) i
  simp only [Matrix.mulVec, dotProduct, Fin.sum_univ_two, Matrix.cons_val_zero,
    Matrix.cons_val_one, mul_one, mul_zero, add_zero, zero_add] at h1 h2
  fin_cases j
  · exact h1
  · exact h2

/-- The quadratic form of the matrix at the wall values of a solution is the integral of
`u'² + κ² u²` over the interval. -/
theorem IsSolution.energy {κ L : ℝ} {u v : ℝ → ℝ} (hκ : 0 < κ) (hL : 0 < L)
    (h : IsSolution κ L u v) :
    ![u 0, u L] ⬝ᵥ (dtnMatrix κ L *ᵥ ![u 0, u L]) =
      ∫ x in (0 : ℝ)..L, (v x ^ 2 + κ ^ 2 * u x ^ 2) := by
  have hu : ContinuousOn u (Icc 0 L) := fun x hx => (h x hx).1.continuousWithinAt
  have hv : ContinuousOn v (Icc 0 L) := fun x hx => (h x hx).2.continuousWithinAt
  -- the integrand is the derivative of `u u'`
  have hint : ∫ x in (0 : ℝ)..L, (v x ^ 2 + κ ^ 2 * u x ^ 2) = u L * v L - u 0 * v 0 := by
    refine intervalIntegral.integral_eq_sub_of_hasDerivAt_of_le
      (f := fun x => u x * v x) hL.le (hu.mul hv) ?_ ?_
    · intro x hx
      have hn := Icc_mem_nhds hx.1 hx.2
      obtain ⟨p, q⟩ := h x (Ioo_subset_Icc_self hx)
      refine ((p.hasDerivAt hn).fun_mul (q.hasDerivAt hn)).congr_deriv ?_
      ring
    · apply ContinuousOn.intervalIntegrable
      rw [uIcc_of_le hL.le]
      exact (hv.pow 2).add (continuousOn_const.mul (hu.pow 2))
  rw [h.neumann hκ hL, hint]
  simp [dotProduct, Fin.sum_univ_two]
  ring

/-- The wall data `(1, 1)` and `(1, -1)` are eigenvectors of the matrix, with respective eigenvalues
`κ tanh(κL/2)` and `κ / tanh(κL/2)`. -/
theorem dtnMatrix_modes {κ L : ℝ} (hκ : 0 < κ) (hL : 0 < L) :
    dtnMatrix κ L *ᵥ ![1, 1] = (κ * tanh (κ * L / 2)) • ![1, 1] ∧
      dtnMatrix κ L *ᵥ ![1, -1] = (κ / tanh (κ * L / 2)) • ![1, -1] := by
  have hs : 0 < sinh (κ * L / 2) := Real.sinh_pos_iff.mpr (by positivity)
  have hc : 0 < cosh (κ * L / 2) := Real.cosh_pos _
  have hd : κ * L = 2 * (κ * L / 2) := by ring
  have hS : sinh (κ * L) = 2 * sinh (κ * L / 2) * cosh (κ * L / 2) :=
    (congrArg sinh hd).trans (Real.sinh_two_mul _)
  have hC : cosh (κ * L) = cosh (κ * L / 2) ^ 2 + sinh (κ * L / 2) ^ 2 :=
    (congrArg cosh hd).trans (Real.cosh_two_mul _)
  have hid := Real.cosh_sq (κ * L / 2)
  have hne : 2 * sinh (κ * L / 2) * cosh (κ * L / 2) ≠ 0 := by positivity
  have e1 : κ * (cosh (κ * L) * 1 - 1) / sinh (κ * L) = κ * tanh (κ * L / 2) := by
    rw [hS, hC, Real.tanh_eq_sinh_div_cosh, ← mul_div_assoc, div_eq_div_iff hne hc.ne']
    linear_combination κ * cosh (κ * L / 2) * hid
  have e2 : κ * (cosh (κ * L) * 1 - -1) / sinh (κ * L) = κ / tanh (κ * L / 2) := by
    rw [hS, hC, Real.tanh_eq_sinh_div_cosh, div_div_eq_mul_div, div_eq_div_iff hne hs.ne']
    linear_combination -κ * sinh (κ * L / 2) * hid
  have e3 : κ * (cosh (κ * L) * -1 - 1) / sinh (κ * L) = -(κ / tanh (κ * L / 2)) := by
    rw [← e2]
    ring
  constructor
  · rw [dtnMatrix_mulVec, e1]
    simp
  · rw [dtnMatrix_mulVec, e2, e3]
    simp

end

end DirichletToNeumann
```

```lean
#print axioms DirichletToNeumann.dirichlet_to_neumann
#print axioms DirichletToNeumann.dtnMatrix_unique
#print axioms DirichletToNeumann.IsSolution.energy
#print axioms DirichletToNeumann.dtnMatrix_modes
```

```
'DirichletToNeumann.dirichlet_to_neumann' depends on axioms: [propext, Classical.choice, Quot.sound]
'DirichletToNeumann.dtnMatrix_unique' depends on axioms: [propext, Classical.choice, Quot.sound]
'DirichletToNeumann.IsSolution.energy' depends on axioms: [propext, Classical.choice, Quot.sound]
'DirichletToNeumann.dtnMatrix_modes' depends on axioms: [propext, Classical.choice, Quot.sound]
```

The lemma `hasDerivAt_hyp` supplies the derivatives of \(\cosh\kappa x\) and \(\sinh\kappa x\), and `dtnMatrix_mulVec` writes out the product of the matrix with a wall vector.

**Propagation.** In `IsSolution.propagate`, the local statement `const` says that a function with zero derivative on the interval keeps its value from the left wall. It follows from the mean value inequality with bound zero. Applied to \(A\) and \(B\), it gives `hA` and `hB`. The `linear_combination` steps then form the two hyperbolic combinations used above, with `hid` supplying \(\cosh^2=\sinh^2+1\).

**Wall derivatives and solvability.** `IsSolution.neumann` evaluates the propagation formulas at \(L\) and clears the positive denominator \(\sinh\kappa L\); `e1` and `e2` are the two rows. `exists_solution` chooses the coefficient of \(\sinh\), called `m` in the code and \(\mu\) above. `IsSolution.unique` first compares the slopes at the left wall through the matrix, then propagates both solutions and cancels \(\kappa\).

**The main theorem.** `dirichlet_to_neumann` assembles these results and checks symmetry entry by entry. For positivity, `e` is the completed square, `hC` is \(c-1>0\), and `hpos` says that a nonzero vector has a positive sum of squares.

**The further results.** `dtnMatrix_unique` solves the Dirichlet problem for arbitrary wall data to show that both matrices act alike, then compares columns. `IsSolution.energy` applies the fundamental theorem of calculus to \(uv\), which needs continuity on the closed interval, ordinary derivatives only in its interior, and an integrable derivative; the last follows from the continuity of \(u\) and \(v\). `dtnMatrix_modes` rewrites \(\kappa L\) as twice \(\kappa L/2\) and uses the double-angle formulas to obtain the two eigenvalues.
